# The logarithmic spread estimator is exact for a Gaussian of positive variance, and the linear one is too small

If the spread of a Gaussian density is read off from the mean $z$ of $e^{iqx}$ by the linear formula $(1-|z|^2)/q^2$, the answer is too small at every nonzero $q$, and it stays below $1/q^2$ however broad the density is. The logarithmic formula $-\log(|z|^2)/q^2$ applied to the same number returns the variance exactly.

```lean
import Mathlib

open MeasureTheory ProbabilityTheory

namespace GaussianSpreadEstimator

noncomputable section

/-- The twist average `z(q)`: the mean of `exp(iqx)` over the position distribution `μ`. -/
def twist (μ : Measure ℝ) (q : ℝ) : ℂ :=
  ∫ x : ℝ, Complex.exp (q * x * Complex.I) ∂μ

/-- The logarithmic spread estimator `-log(|z|²)/q²`. -/
def logSpread (μ : Measure ℝ) (q : ℝ) : ℝ :=
  -Real.log (‖twist μ q‖ ^ 2) / q ^ 2

/-- The linear spread estimator `(1 - |z|²)/q²`. -/
def linSpread (μ : Measure ℝ) (q : ℝ) : ℝ :=
  (1 - ‖twist μ q‖ ^ 2) / q ^ 2

/-- The twist average of a Gaussian density with centre `m` and variance `s` is
`exp(iqm - sq²/2)`. -/
theorem twist_gaussian (m : ℝ) (s : NNReal) (q : ℝ) :
    twist (gaussianReal m s) q =
      Complex.exp (q * m * Complex.I - ((s : ℝ) : ℂ) * q ^ 2 / 2) := by
  rw [twist, ← charFun_apply_real, charFun_gaussianReal]

/-- The modulus of the Gaussian twist average is `exp(-sq²/2)`, whatever the centre. -/
theorem norm_twist_gaussian (m : ℝ) (s : NNReal) (q : ℝ) :
    ‖twist (gaussianReal m s) q‖ = Real.exp (-((s : ℝ) * q ^ 2 / 2)) := by
  -- separate the exponent into its real and imaginary parts
  have h : (q * m * Complex.I - ((s : ℝ) : ℂ) * q ^ 2 / 2 : ℂ) =
      ((-((s : ℝ) * q ^ 2 / 2) : ℝ) : ℂ) + ((q * m : ℝ) : ℂ) * Complex.I := by
    push_cast
    ring
  rw [twist_gaussian, Complex.norm_exp, h, Complex.add_re, Complex.ofReal_re,
    Complex.re_ofReal_mul, Complex.I_re, mul_zero, add_zero]

/-- The phase factor of the Gaussian twist average is `exp(iqm)`, with `m` the centre. -/
theorem phase_twist_gaussian (m : ℝ) (s : NNReal) (q : ℝ) :
    twist (gaussianReal m s) q =
      (‖twist (gaussianReal m s) q‖ : ℂ) * Complex.exp (q * m * Complex.I) := by
  rw [norm_twist_gaussian, twist_gaussian, Complex.ofReal_exp, ← Complex.exp_add]
  congr 1
  push_cast
  ring

/-- The squared modulus of the Gaussian twist average is `exp(-sq²)`. -/
theorem norm_sq_twist_gaussian (m : ℝ) (s : NNReal) (q : ℝ) :
    ‖twist (gaussianReal m s) q‖ ^ 2 = Real.exp (-((s : ℝ) * q ^ 2)) := by
  rw [norm_twist_gaussian, pow_two, ← Real.exp_add]
  congr 1
  ring

/-- Gaussian exactness: for a Gaussian density of variance `s > 0` and any nonzero `q`, the
logarithmic estimator equals `s`, whereas the linear estimator is strictly smaller than `s`. -/
theorem gaussian_exactness (m : ℝ) {s : NNReal} (hs : 0 < s) {q : ℝ} (hq : q ≠ 0) :
    logSpread (gaussianReal m s) q = s ∧ linSpread (gaussianReal m s) q < s := by
  have hq2 : 0 < q ^ 2 := by positivity
  have hs' : (0 : ℝ) < s := by exact_mod_cast hs
  constructor
  · rw [logSpread, norm_sq_twist_gaussian, Real.log_exp, neg_neg, div_eq_iff hq2.ne']
  · rw [linSpread, norm_sq_twist_gaussian, div_lt_iff₀ hq2]
    -- the exponential lies strictly above its tangent at the origin
    have hu : -((s : ℝ) * q ^ 2) ≠ 0 := neg_ne_zero.mpr (mul_pos hs' hq2).ne'
    have h := Real.add_one_lt_exp hu
    linarith

/-- At fixed nonzero `q` the linear estimator of a Gaussian density stays below `1/q²`, however
large the variance. -/
theorem linSpread_gaussian_lt (m : ℝ) (s : NNReal) {q : ℝ} (hq : q ≠ 0) :
    linSpread (gaussianReal m s) q < 1 / q ^ 2 := by
  have hq2 : 0 < q ^ 2 := by positivity
  rw [linSpread, norm_sq_twist_gaussian]
  have h := Real.exp_pos (-((s : ℝ) * q ^ 2))
  exact div_lt_div_of_pos_right (by linarith) hq2

/-- A probability distribution on the line is the Gaussian of centre `m` and variance `s > 0`
if and only if, at every nonzero `q`, its twist average has phase factor `exp(iqm)` and its
logarithmic estimator equals `s`. -/
theorem eq_gaussian_iff (μ : Measure ℝ) [IsProbabilityMeasure μ] (m : ℝ) {s : NNReal}
    (hs : 0 < s) :
    μ = gaussianReal m s ↔ ∀ q : ℝ, q ≠ 0 →
      twist μ q = (‖twist μ q‖ : ℂ) * Complex.exp (q * m * Complex.I) ∧
        logSpread μ q = s := by
  constructor
  · rintro rfl q hq
    exact ⟨phase_twist_gaussian m s q, (gaussian_exactness m hs hq).1⟩
  · intro h
    have hs' : (0 : ℝ) < s := by exact_mod_cast hs
    -- a distribution is determined by its twist averages
    apply Measure.ext_of_charFun
    funext q
    by_cases hq : q = 0
    · subst hq
      simp
    · obtain ⟨hphase, hlog⟩ := h q hq
      have hq2 : q ^ 2 ≠ 0 := pow_ne_zero 2 hq
      -- Lean sets `log 0 = 0`, so a zero twist average would make `logSpread` zero, against `s > 0`
      have hz : ‖twist μ q‖ ≠ 0 := by
        intro h0
        rw [logSpread, h0] at hlog
        norm_num at hlog
        exact hs'.ne hlog
      have hpos : 0 < ‖twist μ q‖ ^ 2 := by positivity
      rw [logSpread, div_eq_iff hq2] at hlog
      have hlog' : Real.log (‖twist μ q‖ ^ 2) = -((s : ℝ) * q ^ 2) := by linarith
      -- the estimator fixes the modulus, the other condition fixes the phase
      have hsq : ‖twist μ q‖ ^ 2 = ‖twist (gaussianReal m s) q‖ ^ 2 := by
        rw [norm_sq_twist_gaussian, ← hlog', Real.exp_log hpos]
      have hnorm : ‖twist μ q‖ = ‖twist (gaussianReal m s) q‖ :=
        (sq_eq_sq₀ (norm_nonneg _) (norm_nonneg _)).mp hsq
      have key : twist μ q = twist (gaussianReal m s) q := by
        rw [hphase, hnorm]
        exact (phase_twist_gaussian m s q).symm
      rw [charFun_apply_real, charFun_apply_real]
      exact key

end

end GaussianSpreadEstimator
```

```lean
#print axioms GaussianSpreadEstimator.gaussian_exactness
#print axioms GaussianSpreadEstimator.linSpread_gaussian_lt
#print axioms GaussianSpreadEstimator.eq_gaussian_iff
```

```
'GaussianSpreadEstimator.gaussian_exactness' depends on axioms: [propext, Classical.choice, Quot.sound]
'GaussianSpreadEstimator.linSpread_gaussian_lt' depends on axioms: [propext, Classical.choice, Quot.sound]
'GaussianSpreadEstimator.eq_gaussian_iff' depends on axioms: [propext, Classical.choice, Quot.sound]
```

## Two estimates from one complex number

Let $\mu$ be the probability distribution of a particle's position $x$ on the real line, and let $q$ be a real wavenumber. The twist average is

$$z(q)=\int e^{iqx}\,d\mu(x),$$

which is `twist μ q` in the file. Its phase carries information about where the distribution sits, and its modulus about how broad it is. The two spread estimators use only the modulus:

$$\text{logSpread}=-\frac{\log|z(q)|^2}{q^2},\qquad \text{linSpread}=\frac{1-|z(q)|^2}{q^2}.$$

Both have the dimension of a length squared. For a distribution with finite variance $\sigma^2$, the expansion $|z(q)|^2=1-\sigma^2q^2+\dots$ makes both tend to $\sigma^2$ as $q\to0$. The difference between them appears at finite $q$.

The main theorem, `gaussian_exactness`, takes the Gaussian distribution `gaussianReal m s` with any real centre $m$ and variance $s>0$, and any real $q\neq0$. It states that the logarithmic estimator equals $s$ and that the linear estimator is strictly less than $s$. The second argument of `gaussianReal` is the variance, not the standard deviation. It has type `NNReal`, the nonnegative reals, so $s=0$ is a legitimate value and stands for a point mass at $m$; the hypothesis `hs` excludes it here, because both estimators then give zero and the strict inequality fails.

Two further theorems complete the comparison. `linSpread_gaussian_lt` gives the bound $1/q^2$ on the linear estimator, for every variance including zero. `eq_gaussian_iff` is a converse: a probability measure $\mu$ is the Gaussian with centre $m$ and variance $s>0$ exactly when, at every nonzero $q$,

$$z(q)=|z(q)|\,e^{iqm}\quad\text{and}\quad -\frac{\log|z(q)|^2}{q^2}=s.$$

Here $\mu$ is not assumed to have a density or a finite variance. The same $m$ and $s$ must serve for all $q$, so agreement at a single wavenumber is not enough to invoke the theorem.

## Localisation measured by a twist

In a periodic cell of length $L$ multiplication by the position $x$ does not respect the periodic boundary conditions, but multiplication by $e^{iqx}$ with $q=2\pi/L$ does. The Resta–Sorella approach extracts a localisation length from the modulus of a many-electron average of this kind, with the sum of all electron positions in place of $x$, and similar logarithmic and linear expressions arise for the spreads of Wannier functions. For a single particle in one dimension with a Gaussian density, the theorem shows that the logarithmic form has no finite-$q$ error, while the linear form always underestimates the spread.

The size of the underestimate depends on $u=sq^2$. The linear estimate is $s(1-e^{-u})/u$, which is about $0.63\,s$ at $u=1$. When the density is broad compared with $1/|q|$, the linear estimate is close to $1/q^2$ and reflects the chosen wavenumber more than the state.

The file treats a distribution on the infinite line. It contains no wavefunction, no many-electron twist operator and no three-dimensional spread, and it makes no estimate of the error of the logarithmic formula for densities that are not Gaussian.

The statement could also have been modelled on a ring of length $L$, with the Gaussian wrapped around it. Only the wavenumbers $q=2\pi k/L$ with integer $k$ would then be available. Since $e^{iqx}$ has period $L$ at these values, the twist averages would be the same numbers and the comparison of the estimators would carry over, with $s$ now the variance of the Gaussian before wrapping. The converse would identify a wrapped Gaussian, and its centre would be fixed only up to multiples of $L$.

## The Gaussian twist average

For $s>0$, write $x=m+y$ in the Gaussian integral:

$$z(q)=\frac{e^{iqm}}{\sqrt{2\pi s}}\int_{-\infty}^{\infty}e^{-y^2/(2s)+iqy}\,dy.$$

Completing the square gives

$$-\frac{y^2}{2s}+iqy=-\frac{(y-isq)^2}{2s}-\frac{sq^2}{2}.$$

The integrand is entire and decays at both ends of the strip between the real line and its shifted copy, so the contour can be moved, and the remaining integral is $\sqrt{2\pi s}$. Hence

$$z(q)=e^{iqm-sq^2/2}.$$

For $s=0$ the point mass gives $z(q)=e^{iqm}$, in agreement with the formula.

In the file, `twist_gaussian` obtains this from Mathlib. The twist average is the characteristic function of the measure, which `charFun_apply_real` recognises, and `charFun_gaussianReal` supplies its value for a Gaussian.

The exponent has real part $-sq^2/2$ and imaginary part $qm$. Therefore

$$|z(q)|=e^{-sq^2/2},\qquad z(q)=|z(q)|\,e^{iqm},\qquad |z(q)|^2=e^{-sq^2}.$$

These are `norm_twist_gaussian`, `phase_twist_gaussian` and `norm_sq_twist_gaussian`. The first separates the exponent into its two parts and uses the fact that the modulus of a complex exponential is the exponential of the real part. The other two combine exponentials by adding their exponents.

## Exactness, underestimate and saturation

Taking the logarithm of the squared modulus gives $\log|z(q)|^2=-sq^2$, so

$$-\frac{\log|z(q)|^2}{q^2}=\frac{sq^2}{q^2}=s.$$

The first branch of `gaussian_exactness` follows this line: `Real.log_exp` undoes the exponential, and `div_eq_iff` clears the nonzero denominator.

For the linear estimator, put $u=sq^2>0$. The function $f(u)=e^{-u}-1+u$ vanishes at $u=0$ and has derivative $1-e^{-u}>0$ for $u>0$, so $1-u<e^{-u}$. Rearranging and dividing by $q^2>0$,

$$\frac{1-e^{-sq^2}}{q^2}<\frac{sq^2}{q^2}=s.$$

The second branch multiplies out the denominator with `div_lt_iff₀` and applies `Real.add_one_lt_exp` at $-u$. That lemma says that the exponential lies strictly above its tangent at the origin away from the point of contact, which is where $s>0$ and $q\neq0$ enter. `linarith` does the rearrangement.

The saturation bound needs only that an exponential is positive: $1-e^{-sq^2}<1$, and division by $q^2$ gives the claim.

## Recovering the Gaussian from its twist averages

One direction of `eq_gaussian_iff` collects the phase formula and the exactness already shown. For the other, suppose that the two conditions hold at every nonzero $q$. First, $z(q)$ cannot vanish: $-\log|z|^2$ diverges as $|z|\to0$, which is incompatible with a finite estimate $s$. Lean sets $\log0=0$, so the file reaches the contradiction differently: the estimate would be zero, against $s>0$.

With $|z(q)|>0$ the logarithmic condition can be inverted:

$$\log|z(q)|^2=-sq^2,\qquad |z(q)|^2=e^{-sq^2},\qquad |z(q)|=e^{-sq^2/2}.$$

The last step takes the nonnegative square root, which in the file is `sq_eq_sq₀`. The phase condition then gives

$$z(q)=e^{-sq^2/2}e^{iqm},$$

the twist average of the Gaussian. At $q=0$ both twist averages equal 1, because both measures are normalised; `simp` settles this case. The two characteristic functions therefore agree at every real $q$, and `Measure.ext_of_charFun`, the theorem that a finite measure is determined by its characteristic function, gives $\mu=$ `gaussianReal m s`.
